# Two n-particle determinants can be coupled at order k ≤ n exactly when their overlap matrix has rank at least n − k

## Counting zero singular values before computing a matrix element

In a calculation with Slater determinants built from different, mutually nonorthogonal orbital sets, a program can screen a Hamiltonian matrix element before evaluating it. It forms the matrix of overlaps between the occupied orbitals of the two determinants (for electrons, the spin orbitals) and counts the zero singular values. If there are more than two, the element is zero for any Hamiltonian with at most two-body terms, provided the zeros are exact and not merely below a numerical threshold. If there are one or two, the determinants are orthogonal, but the element may still be nonzero and has to be computed.

The number of zero singular values is $n-r$, where $n$ is the number of particles and $r$ the rank of the overlap matrix. The result below shows that, when the orbitals of each determinant are linearly independent (so that neither determinant is zero), $n-r$ is the lowest order $k$ at which some $k$-body operator can couple the two determinants.

## From a k-body operator to replaced columns

Let $\Phi$ and $\Psi$ be the determinants built from orbitals $\varphi_i$ and $\psi_j$, each with the prefactor $1/\sqrt{n!}$. Let $S_{ij}=\langle\varphi_i|\psi_j\rangle$. For a one-particle operator $A$, write $M_{ij}=\langle\varphi_i|A|\psi_j\rangle$ and consider

$$\Omega_k=\sum_{|T|=k}\ \prod_{p\in T}A(p),$$

where $T$ runs over the sets of $k$ particles and $A(p)$ acts on particle $p$.

Since $\Omega_k$ is symmetric in the particles, all $n!$ terms of $\Psi$ contribute equally. This cancels the two prefactors and leaves one sum over permutations $\sigma$:

$$\langle\Phi|\Omega_k|\Psi\rangle=\sum_{|T|=k}\sum_\sigma \operatorname{sgn}(\sigma)\prod_{j\in T}M_{\sigma(j)j}\prod_{j\notin T}S_{\sigma(j)j}=\sum_{|T|=k}\det S[T\leftarrow M].$$

Here $S[T\leftarrow M]$ is $S$ with the columns in $T$ taken from $M$. For $k=0$ the sum is $\det S=\langle\Phi|\Psi\rangle$.

If the orbitals within each determinant are not orthonormal, the normalised element is this sum divided by the norms of $\Phi$ and $\Psi$. That does not affect whether it vanishes.

## What the theorems say

In the Lean file, `ι` is the finite set labelling the orbitals of each determinant, so $n$ is `Fintype.card ι`. The field `K` is arbitrary; the physical case is $\mathbb C$. The matrix $S[T\leftarrow W]$ is `replaceCols S T W`, with rows belonging to $\Phi$ and columns to $\Psi$, and the sum above is `kBodyElement S M k`.

- `det_replaceCols_eq_zero`: if $r+|T|<n$, then $\det S[T\leftarrow W]=0$ for every $W$.
- `exists_replacement_iff`: for $k\le n$, some replacement of $k$ columns gives a nonzero determinant if and only if $n\le r+k$.
- `kBody_coupling_iff`: for $k\le n$, some $M$ makes the whole $k$-body sum nonzero if and only if $n\le r+k$.
- `orthogonal_determinants_couple`: if $\det S=0$, there is an order $k$ with $0<k\le n$ at which some $M$ gives a nonzero element, while every element of lower order vanishes.
- `two_particle_counterexample`: an explicit $2\times2$ matrix with determinant zero acquires determinant one when one column is replaced.

The file starts from the matrices $S$ and $M$; their link to orbitals and operators is the hand calculation above, which is not formalised. The matrix $M$ ranges over all $n\times n$ matrices. Each of them comes from some one-particle operator when the orbitals of each determinant are linearly independent, but that operator need not be Hermitian. The theorems only assert that some $M$ gives a nonzero element, so a given physical operator may still have a zero element, for instance by symmetry, when $n\le r+k$.

The operators in `kBodyElement` are built from a single $A$. A two-body interaction is instead a combination of products $A(p)B(q)$, which replace one column using $A$ and another using $B$. The vanishing theorem applies to each such determinant, because $W$ is arbitrary, and this is what the screening step uses.

## The derivation by counting dimensions

**Too few replacements.** Let $|T|=k$ and $r+k<n$, and suppose $\det S[T\leftarrow W]\neq0$. Then all $n$ columns are linearly independent, and so are the $n-k$ untouched ones. These are columns of $S$ and lie in its column space, which has dimension $r$. Hence $n-k\le r$, a contradiction.

**Enough replacements.** Let $k\le n\le r+k$. Among the columns of $S$ there are $r$ independent ones. Since $n-k\le r$, we can keep $n-k$ of these and let $T$ be the set of the other $k$ column labels. Let $U$ be the span of the kept columns, so $\dim U=n-k$, and choose $Q$ with $K^n=U\oplus Q$. Then $\dim Q=k$. Put a basis of $Q$ into the columns of $W$ labelled by $T$, and zeros into its other columns.

If a linear combination of the columns of $S[T\leftarrow W]$ vanishes, its part in $U$ is minus its part in $Q$. Both parts lie in $U\cap Q=\{0\}$, so both are zero, and all coefficients vanish. The columns are independent and the determinant is nonzero.

**No cancellation in the sum.** Take $M=W$. Any other set $T'$ of $k$ labels contains some $j\notin T$. Column $j$ of $S[T'\leftarrow W]$ is column $j$ of $W$, which is zero, so that determinant vanishes. The $k$-body sum reduces to $\det S[T\leftarrow W]\ne0$.

**Orthogonal determinants.** If $\det S=0$, then $r<n$. Set $k=n-r$, so that $0<k\le n$ and $r+k=n$. Some $M$ gives a nonzero element at this order. For $l<k$ we have $r+l<n$, so every term of the $l$-body sum is zero.

## Three particles with an overlap matrix of rank one

Number the orbitals from 0, as Lean's `Fin` does, and let $a,b,c,d,e$ be orthonormal. Take

$$\varphi_0=\tfrac{a+b}{\sqrt2},\quad \varphi_1=\tfrac{a-b}{\sqrt2},\quad \varphi_2=c,\qquad \psi_0=\tfrac{a+d}{\sqrt2},\quad \psi_1=\tfrac{a-d}{\sqrt2},\quad \psi_2=e.$$

Then

$$S=\begin{pmatrix}\tfrac12&\tfrac12&0\\ \tfrac12&\tfrac12&0\\ 0&0&0\end{pmatrix},\qquad n=3,\quad r=1.$$

Replacing column 2 leaves two equal columns, and replacing column 0 or 1 leaves the zero column. Every one-body element therefore vanishes.

For $k=2$, keep column 0 and take $A=|\varphi_1\rangle\langle\psi_1|+|\varphi_2\rangle\langle\psi_2|$, for which $M=\operatorname{diag}(0,1,1)$. The set $T=\{1,2\}$ gives

$$\det\begin{pmatrix}\tfrac12&0&0\\ \tfrac12&1&0\\ 0&0&1\end{pmatrix}=\tfrac12.$$

The sets $\{0,1\}$ and $\{0,2\}$ bring in the zero column 0 of $M$. The two-body element is $\tfrac12$, and since both determinants are normalised, this is also its normalised value.

## The Lean file

```lean
import Mathlib

open Finset Module

namespace OrthogonalDeterminantCoupling

noncomputable section

variable {ι K : Type*} [Fintype ι] [DecidableEq ι] [Field K]

/-- The overlap matrix `S` with the columns in `T` replaced by those of `W`. -/
def replaceCols (S : Matrix ι ι K) (T : Finset ι) (W : Matrix ι ι K) : Matrix ι ι K :=
  Matrix.of fun i j => if j ∈ T then W i j else S i j

/-- The sum, over all sets `T` of `k` column labels, of the determinant of `S` with the columns in
`T` replaced by those of `M`. -/
def kBodyElement (S M : Matrix ι ι K) (k : ℕ) : K :=
  ∑ T ∈ powersetCard k (univ : Finset ι), (replaceCols S T M).det

/-- A determinant is nonzero exactly when its columns are linearly independent. -/
theorem det_ne_zero_iff_cols (A : Matrix ι ι K) :
    A.det ≠ 0 ↔ LinearIndependent K (fun j i => A i j) := by
  rw [← isUnit_iff_ne_zero, ← Matrix.isUnit_iff_isUnit_det]
  exact Matrix.linearIndependent_cols_iff_isUnit.symm

/-- If the rank of the overlap matrix plus the number of replaced columns is less than the number
of particles, the determinant vanishes whatever the new columns are. -/
theorem det_replaceCols_eq_zero (S W : Matrix ι ι K) (T : Finset ι)
    (h : S.rank + T.card < Fintype.card ι) : (replaceCols S T W).det = 0 := by
  by_contra hdet
  have hli := (det_ne_zero_iff_cols _).1 hdet
  -- the untouched columns are independent and belong to `S`
  have hS : LinearIndependent K (fun (j : {j // j ∉ T}) (i : ι) => S i j.1) := by
    have h1 := hli.comp (Subtype.val : {j // j ∉ T} → ι) Subtype.val_injective
    have h2 : (fun (j : {j // j ∉ T}) (i : ι) => S i j.1) =
        (fun j i => replaceCols S T W i j) ∘ (Subtype.val : {j // j ∉ T} → ι) := by
      funext j i
      simp [replaceCols, j.2]
    rw [h2]
    exact h1
  have hrank : S.rank = finrank K (Submodule.span K (Set.range fun j i => S i j)) :=
    S.rank_eq_finrank_span_cols
  have hle : Submodule.span K (Set.range fun (j : {j // j ∉ T}) (i : ι) => S i j.1) ≤
      Submodule.span K (Set.range fun j i => S i j) := by
    apply Submodule.span_mono
    rintro _ ⟨j, rfl⟩
    exact ⟨j.1, rfl⟩
  have hfin := Submodule.finrank_mono hle
  rw [finrank_span_eq_card hS, ← hrank,
    Fintype.card_of_subtype Tᶜ (fun x => Finset.mem_compl)] at hfin
  have hc := Finset.card_add_card_compl T
  omega

/-- If the columns of `S` outside `T` are independent, the columns in `T` can be replaced so that
the determinant is nonzero, by a matrix that vanishes outside `T`. -/
theorem exists_filling (S : Matrix ι ι K) (T : Finset ι)
    (hS : LinearIndependent K (fun (j : {j // j ∉ T}) (i : ι) => S i j.1)) :
    ∃ W : Matrix ι ι K, (∀ i, ∀ j ∉ T, W i j = 0) ∧ (replaceCols S T W).det ≠ 0 := by
  -- take the new columns from a basis of a complement
  obtain ⟨Q, hQ⟩ := Submodule.exists_isCompl
    (Submodule.span K (Set.range fun (j : {j // j ∉ T}) (i : ι) => S i j.1))
  have hdim := Submodule.finrank_add_eq_of_isCompl hQ
  rw [finrank_span_eq_card hS, Module.finrank_fintype_fun_eq_card,
    Fintype.card_of_subtype Tᶜ (fun x => Finset.mem_compl)] at hdim
  have hc := Finset.card_add_card_compl T
  have hT : Fintype.card {j // j ∈ T} = T.card :=
    Fintype.card_of_subtype T (fun x => Iff.rfl)
  let e : {j // j ∈ T} ≃ Fin (finrank K Q) := Fintype.equivFinOfCardEq (by omega)
  let b := Module.finBasis K Q
  let q : {j // j ∈ T} → (ι → K) := fun j => (b (e j) : ι → K)
  have hq : LinearIndependent K q :=
    (b.linearIndependent.comp e e.injective).map' Q.subtype (Submodule.ker_subtype Q)
  have hqQ : Submodule.span K (Set.range q) ≤ Q := by
    rw [Submodule.span_le]
    rintro _ ⟨j, rfl⟩
    exact (b (e j)).2
  have hsum := hS.sum_type hq (hQ.disjoint.mono_right hqQ)
  let g : ι → {j // j ∉ T} ⊕ {j // j ∈ T} :=
    fun j => if h : j ∈ T then Sum.inr ⟨j, h⟩ else Sum.inl ⟨j, h⟩
  have hg : Function.LeftInverse (Sum.elim Subtype.val Subtype.val) g := by
    intro j
    by_cases h : j ∈ T <;> simp [g, h]
  refine ⟨Matrix.of fun i j => if h : j ∈ T then q ⟨j, h⟩ i else 0, ?_, ?_⟩
  · intro i j hj
    simp [hj]
  · rw [det_ne_zero_iff_cols]
    have h1 := hsum.comp g hg.injective
    have h2 : Sum.elim (fun (j : {j // j ∉ T}) (i : ι) => S i j.1) q ∘ g =
        fun j i => replaceCols S T
          (Matrix.of fun i j => if h : j ∈ T then q ⟨j, h⟩ i else 0) i j := by
      funext j i
      by_cases h : j ∈ T <;> simp [replaceCols, g, h]
    rw [h2] at h1
    exact h1

/-- If `k` is at most the number of particles, which is at most the rank of `S` plus `k`, then
some `k` columns can be set aside so that the remaining ones are independent. -/
theorem exists_independent_rest (S : Matrix ι ι K) (k : ℕ) (hk : k ≤ Fintype.card ι)
    (h : Fintype.card ι ≤ S.rank + k) :
    ∃ T : Finset ι, T.card = k ∧
      LinearIndependent K (fun (j : {j // j ∉ T}) (i : ι) => S i j.1) := by
  obtain ⟨κ, a, ha, hspan, hli⟩ := exists_linearIndependent' K (fun j i => S i j)
  have : Finite κ := Finite.of_injective a ha
  let _ : Fintype κ := Fintype.ofFinite κ
  have hrank : S.rank = finrank K (Submodule.span K (Set.range fun j i => S i j)) :=
    S.rank_eq_finrank_span_cols
  rw [← hspan, finrank_span_eq_card hli] at hrank
  obtain ⟨J, hJ, hJc⟩ := Finset.exists_subset_card_eq
    (s := (univ : Finset κ).map ⟨a, ha⟩) (n := Fintype.card ι - k)
    (by rw [Finset.card_map, Finset.card_univ]; omega)
  refine ⟨Jᶜ, by rw [Finset.card_compl]; omega, ?_⟩
  have hpre : ∀ j : {j // j ∉ Jᶜ}, ∃ c, a c = j.1 := by
    intro j
    have hj : j.1 ∈ J := by simpa using j.2
    simpa using hJ hj
  choose c hc using hpre
  have hinj : Function.Injective c := by
    intro x y hxy
    apply Subtype.ext
    rw [← hc x, ← hc y, hxy]
  have h1 := hli.comp c hinj
  have h2 : ((fun j i => S i j) ∘ a) ∘ c =
      fun (j : {j // j ∉ Jᶜ}) (i : ι) => S i j.1 := by
    funext j i
    simp [hc]
  rw [h2] at h1
  exact h1

/-- For `k` at most the number of particles, some replacement of `k` columns of the overlap matrix
gives a nonzero determinant if and only if the rank plus `k` is at least the number of particles. -/
theorem exists_replacement_iff (S : Matrix ι ι K) (k : ℕ) (hk : k ≤ Fintype.card ι) :
    (∃ T : Finset ι, T.card = k ∧ ∃ W, (replaceCols S T W).det ≠ 0) ↔
      Fintype.card ι ≤ S.rank + k := by
  constructor
  · rintro ⟨T, hT, W, hW⟩
    by_contra h
    exact hW (det_replaceCols_eq_zero S W T (by omega))
  · intro h
    obtain ⟨T, hT, hli⟩ := exists_independent_rest S k hk h
    obtain ⟨W, -, hW⟩ := exists_filling S T hli
    exact ⟨T, hT, W, hW⟩

/-- For `k` at most the number of particles, the `k`-body matrix element is nonzero for some
one-particle matrix `M` if and only if the rank of the overlap matrix plus `k` is at least the
number of particles. -/
theorem kBody_coupling_iff (S : Matrix ι ι K) (k : ℕ) (hk : k ≤ Fintype.card ι) :
    (∃ M, kBodyElement S M k ≠ 0) ↔ Fintype.card ι ≤ S.rank + k := by
  constructor
  · rintro ⟨M, hM⟩
    by_contra h
    apply hM
    apply Finset.sum_eq_zero
    intro T hT
    have hTc := (Finset.mem_powersetCard.1 hT).2
    exact det_replaceCols_eq_zero S M T (by omega)
  · intro h
    obtain ⟨T, hT, hli⟩ := exists_independent_rest S k hk h
    obtain ⟨W, hW0, hW⟩ := exists_filling S T hli
    refine ⟨W, ?_⟩
    -- every other set of `k` columns brings in a zero column
    have hsingle : kBodyElement S W k = (replaceCols S T W).det := by
      apply Finset.sum_eq_single T
      · intro T' hT' hne
        have hTc := (Finset.mem_powersetCard.1 hT').2
        have hnot : ¬ T' ⊆ T := fun hsub =>
          hne (Finset.eq_of_subset_of_card_le hsub (by omega))
        obtain ⟨j, hj', hj⟩ := Finset.not_subset.1 hnot
        apply Matrix.det_eq_zero_of_column_eq_zero j
        intro i
        simp [replaceCols, hj', hW0 i j hj]
      · intro hnot
        exact absurd (Finset.mem_powersetCard.2 ⟨Finset.subset_univ T, hT⟩) hnot
    rw [hsingle]
    exact hW

/-- For two orthogonal determinants there is a positive order `k` at which some `k`-body matrix
element is nonzero, while all those of lower order vanish. -/
theorem orthogonal_determinants_couple (S : Matrix ι ι K) (hS : S.det = 0) :
    ∃ k, 0 < k ∧ k ≤ Fintype.card ι ∧ (∃ M, kBodyElement S M k ≠ 0) ∧
      ∀ l < k, ∀ M, kBodyElement S M l = 0 := by
  have hlt : S.rank < Fintype.card ι := by
    by_contra h
    obtain ⟨M, hM⟩ := (kBody_coupling_iff S 0 (Nat.zero_le _)).2 (by omega)
    have h0 : replaceCols S ∅ M = S := by
      ext i j
      simp [replaceCols]
    apply hM
    simp [kBodyElement, h0, hS]
  refine ⟨Fintype.card ι - S.rank, by omega, by omega,
    (kBody_coupling_iff S _ (by omega)).2 (by omega), ?_⟩
  intro l hl M
  by_contra hM
  have := (kBody_coupling_iff S l (by omega)).1 ⟨M, hM⟩
  omega

/-- A two-particle overlap matrix with zero determinant for which replacing the second column
gives determinant one. -/
theorem two_particle_counterexample :
    (!![1, 0; 0, 0] : Matrix (Fin 2) (Fin 2) ℚ).det = 0 ∧
      (replaceCols (!![1, 0; 0, 0] : Matrix (Fin 2) (Fin 2) ℚ) {1} !![0, 0; 0, 1]).det = 1 := by
  constructor <;> simp [replaceCols, Matrix.det_fin_two]

end

end OrthogonalDeterminantCoupling
```

```lean
#print axioms OrthogonalDeterminantCoupling.exists_replacement_iff
-- 'OrthogonalDeterminantCoupling.exists_replacement_iff' depends on axioms: [propext, Classical.choice, Quot.sound]
#print axioms OrthogonalDeterminantCoupling.orthogonal_determinants_couple
-- 'OrthogonalDeterminantCoupling.orthogonal_determinants_couple' depends on axioms: [propext, Classical.choice, Quot.sound]
#print axioms OrthogonalDeterminantCoupling.two_particle_counterexample
-- 'OrthogonalDeterminantCoupling.two_particle_counterexample' depends on axioms: [propext, Classical.choice, Quot.sound]
```

## How the proof follows the dimension count

`det_ne_zero_iff_cols` translates between determinants and independent columns, by way of invertibility of the matrix.

`det_replaceCols_eq_zero` is the first paragraph of the derivation. It assumes a nonzero determinant and restricts the independent family to the labels outside `T` with `hli.comp`. It then compares the span of these columns with the column space of `S`. `Submodule.finrank_mono` gives $n-k\le r$, and `omega` derives the contradiction.

The converse is split into two lemmas. `exists_independent_rest` chooses the columns to keep: `exists_linearIndependent'` extracts an independent family with the same span as all columns, and `Finset.exists_subset_card_eq` selects $n-k$ of its labels as `J`. The set to be replaced is the complement `Jᶜ`.

`exists_filling` supplies the new columns. It obtains the complement `Q` from `Submodule.exists_isCompl` and a basis `b` of it, and `e` matches the labels in `T` with the basis vectors. `hS.sum_type` joins the two independent families, using the disjointness of their spans, and the map `g` puts the joined family back in the original column order. The lemma also records that `W` vanishes outside `T`.

That record is used in `kBody_coupling_iff`. There `Finset.sum_eq_single` reduces the sum to the term `T`, and `Finset.not_subset` finds the label `j` of a zero column for every other set. In the other direction, each term vanishes by `det_replaceCols_eq_zero`. `exists_replacement_iff` combines the same lemmas without the sum.

`orthogonal_determinants_couple` obtains $r<n$ from the case $k=0$: if the rank were $n$, some zero-body element would be nonzero, but that element is $\det S=0$. It then applies `kBody_coupling_iff` at order $n-r$ and at each lower order.

In `two_particle_counterexample`, `simp` evaluates both determinants with the $2\times2$ formula. The matrix $S=\operatorname{diag}(1,0)$ describes two determinants that share one orbital and differ in the other, with all orbitals orthonormal. The replacement in column 1 corresponds to a one-particle operator connecting the two differing orbitals with amplitude one.
